# Long-range RPA energy of a fixed scalar response: monotone in the range-separation parameter, from zero to the full RPA value

Some range-separated methods leave the short-range part of the electron repulsion to a density functional and treat the long-range part in the random-phase approximation (RPA), with a parameter $\mu$ that sets where one part gives way to the other. If the non-interacting density response of the system is held fixed, how does the long-range RPA correlation energy change as $\mu$ is moved?

```lean
import Mathlib

open MeasureTheory Filter Topology Set

namespace RangeSeparatedRPA

noncomputable section

/-- The RPA correlation function `F(x) = ln(1 + x) - x`, used for `x ≥ 0`. -/
def rpaF (x : ℝ) : ℝ := Real.log (1 + x) - x

/-- The Gaussian factor `exp(-q²/(4μ²))` that turns the full Coulomb interaction at
momentum `q` into its long-range part, for range-separation parameter `μ ≠ 0`. -/
def damp (μ q : ℝ) : ℝ := Real.exp (-q ^ 2 / (4 * μ ^ 2))

variable {X : Type*} [MeasurableSpace X]

/-- The full RPA correlation energy, the integral of `F(a)`. -/
def rpaEnergy (m : Measure X) (a : X → ℝ) : ℝ := ∫ x, rpaF (a x) ∂m

/-- The long-range RPA correlation energy, the integral of `F(a exp(-q²/(4μ²)))`,
for `μ ≠ 0`. -/
def lrEnergy (m : Measure X) (a q : X → ℝ) (μ : ℝ) : ℝ :=
  ∫ x, rpaF (a x * damp μ (q x)) ∂m

/-- The RPA correlation function is strictly decreasing on `[0, ∞)`. -/
theorem rpaF_strictAntiOn : StrictAntiOn rpaF (Ici 0) := by
  intro x hx y _ hxy
  have hx0 : 0 ≤ x := hx
  have h1 : 0 < 1 + x := by linarith
  have h2 : 0 < 1 + y := by linarith
  have hne : (1 + y) / (1 + x) ≠ 1 := by
    intro h
    rw [div_eq_one_iff_eq h1.ne'] at h
    linarith
  -- the tangent inequality for the logarithm at the ratio of the arguments
  have hlog := Real.log_lt_sub_one_of_pos (div_pos h2 h1) hne
  rw [Real.log_div h2.ne' h1.ne'] at hlog
  have hb : (1 + y) / (1 + x) ≤ 1 + (y - x) := by
    rw [div_le_iff₀ h1]
    nlinarith [mul_nonneg hx0 (sub_nonneg.2 hxy.le)]
  unfold rpaF
  linarith

/-- Scaling the interaction strength by `s` in `[0, 1]` keeps at most the fraction `s` of
the magnitude of the RPA correlation function: `s F(x) ≤ F(x s)`. -/
theorem mul_rpaF_le {x s : ℝ} (hx : 0 ≤ x) (hs : 0 ≤ s) (hs1 : s ≤ 1) :
    s * rpaF x ≤ rpaF (x * s) := by
  have h1 : (1 + x) ∈ Ioi (0 : ℝ) := by
    rw [mem_Ioi]
    linarith
  have h2 : (1 : ℝ) ∈ Ioi (0 : ℝ) := by
    rw [mem_Ioi]
    norm_num
  -- concavity of the logarithm between 1 and 1 + x
  have h := strictConcaveOn_log_Ioi.concaveOn.2 h1 h2 hs (sub_nonneg.2 hs1)
    (by ring : s + (1 - s) = 1)
  simp only [smul_eq_mul, Real.log_one, mul_zero, add_zero] at h
  have e : s * (1 + x) + (1 - s) * 1 = 1 + x * s := by ring
  rw [e] at h
  unfold rpaF
  linarith

/-- At positive momentum `q` the Gaussian factor grows strictly with `μ > 0`. -/
theorem damp_strictMonoOn {q : ℝ} (hq : 0 < q) :
    StrictMonoOn (fun μ => damp μ q) (Ioi 0) := by
  intro μ hμ ν _ hμν
  have hμ0 : 0 < μ := hμ
  have hlt : 4 * μ ^ 2 < 4 * ν ^ 2 := by nlinarith
  have h := div_lt_div_of_pos_left (pow_pos hq 2) (by positivity : 0 < 4 * μ ^ 2) hlt
  refine Real.exp_lt_exp.2 ?_
  rw [neg_div, neg_div]
  linarith

/-- The Gaussian factor never exceeds one. -/
theorem damp_le_one (μ q : ℝ) : damp μ q ≤ 1 := by
  refine Real.exp_le_one_iff.2 ?_
  rw [neg_div]
  have : 0 ≤ q ^ 2 / (4 * μ ^ 2) := by positivity
  linarith

/-- The long-range integrand lies between the full RPA integrand and zero. -/
theorem rpaF_damp_bounds {a : ℝ} (ha : 0 ≤ a) (μ q : ℝ) :
    rpaF a ≤ rpaF (a * damp μ q) ∧ rpaF (a * damp μ q) ≤ 0 := by
  have h0 : 0 ≤ a * damp μ q := mul_nonneg ha (Real.exp_pos _).le
  refine ⟨rpaF_strictAntiOn.antitoneOn h0 ha
    (mul_le_of_le_one_right ha (damp_le_one μ q)), ?_⟩
  have h := rpaF_strictAntiOn.antitoneOn (le_refl (0 : ℝ)) h0 h0
  have hz : rpaF 0 = 0 := by simp [rpaF]
  linarith

variable {m : Measure X} {a q : X → ℝ}

/-- If the full RPA integrand is integrable, so is the long-range one. -/
theorem integrable_lr (ham : Measurable a) (hqm : Measurable q) (ha : ∀ x, 0 ≤ a x)
    (hint : Integrable (fun x => rpaF (a x)) m) (μ : ℝ) :
    Integrable (fun x => rpaF (a x * damp μ (q x))) m := by
  have hF : Measurable rpaF := ((measurable_id.const_add 1).log).sub measurable_id
  have hd : Measurable (fun x => damp μ (q x)) :=
    Real.measurable_exp.comp (((hqm.pow_const 2).neg).div_const _)
  refine hint.mono (hF.comp (ham.mul hd)).aestronglyMeasurable (ae_of_all _ fun x => ?_)
  obtain ⟨h1, h2⟩ := rpaF_damp_bounds (ha x) μ (q x)
  rw [Real.norm_eq_abs, Real.norm_eq_abs, abs_of_nonpos h2, abs_of_nonpos (h1.trans h2)]
  linarith

/-- The long-range RPA energy is nonincreasing in `μ > 0`, lies between the full RPA energy and
zero, and tends to the full RPA energy as `μ → ∞` and to zero as `μ → 0` from above. -/
theorem lrEnergy_interpolates (ham : Measurable a) (hqm : Measurable q)
    (ha : ∀ x, 0 ≤ a x) (hq : ∀ x, 0 < q x)
    (hint : Integrable (fun x => rpaF (a x)) m) :
    AntitoneOn (lrEnergy m a q) (Ioi 0) ∧
    (∀ μ, 0 < μ → rpaEnergy m a ≤ lrEnergy m a q μ ∧ lrEnergy m a q μ ≤ 0) ∧
    Tendsto (lrEnergy m a q) atTop (𝓝 (rpaEnergy m a)) ∧
    Tendsto (lrEnergy m a q) (𝓝[>] 0) (𝓝 0) := by
  have hi := integrable_lr ham hqm ha hint
  -- dominated convergence along any filter on which the Gaussian factor converges
  have key : ∀ (l : Filter ℝ) [l.IsCountablyGenerated] (c : ℝ), 0 ≤ c →
      (∀ x, Tendsto (fun μ => damp μ (q x)) l (𝓝 c)) →
      Tendsto (lrEnergy m a q) l (𝓝 (∫ x, rpaF (a x * c) ∂m)) := by
    intro l _ c hc hl
    refine tendsto_integral_filter_of_dominated_convergence (fun x => ‖rpaF (a x)‖)
      (Eventually.of_forall fun μ => (hi μ).aestronglyMeasurable)
      (Eventually.of_forall fun μ => ae_of_all _ fun x => ?_) hint.norm
      (ae_of_all _ fun x => ?_)
    · obtain ⟨h1, h2⟩ := rpaF_damp_bounds (ha x) μ (q x)
      rw [Real.norm_eq_abs, Real.norm_eq_abs, abs_of_nonpos h2, abs_of_nonpos (h1.trans h2)]
      linarith
    · have h := (hl x).const_mul (a x)
      have hne : 1 + a x * c ≠ 0 := by
        have := mul_nonneg (ha x) hc
        linarith
      exact ((h.const_add 1).log hne).sub h
  refine ⟨?_, ?_, ?_, ?_⟩
  · intro μ hμ ν hν hμν
    refine integral_mono (hi ν) (hi μ) fun x => ?_
    exact rpaF_strictAntiOn.antitoneOn (mul_nonneg (ha x) (Real.exp_pos _).le)
      (mul_nonneg (ha x) (Real.exp_pos _).le)
      (mul_le_mul_of_nonneg_left ((damp_strictMonoOn (hq x)).monotoneOn hμ hν hμν) (ha x))
  · intro μ _
    exact ⟨integral_mono hint (hi μ) fun x => (rpaF_damp_bounds (ha x) μ (q x)).1,
      integral_nonpos fun x => (rpaF_damp_bounds (ha x) μ (q x)).2⟩
  · have h := key atTop 1 zero_le_one fun x => by
      have h4 : Tendsto (fun μ : ℝ => 4 * μ ^ 2) atTop atTop :=
        (tendsto_pow_atTop two_ne_zero).const_mul_atTop (by norm_num)
      have h5 := (Real.continuous_exp.tendsto 0).comp (h4.const_div_atTop (-(q x) ^ 2))
      rw [Real.exp_zero] at h5
      exact h5
    simpa only [mul_one, rpaEnergy] using h
  · have h := key (𝓝[>] 0) 0 le_rfl fun x => by
      have h4 : Tendsto (fun μ : ℝ => (q x) ^ 2 / 4 * (μ⁻¹) ^ 2) (𝓝[>] 0) atTop :=
        ((tendsto_pow_atTop two_ne_zero).comp tendsto_inv_nhdsGT_zero).const_mul_atTop
          (div_pos (pow_pos (hq x) 2) (by norm_num))
      refine (Real.tendsto_exp_neg_atTop_nhds_zero.comp h4).congr fun μ => ?_
      simp only [damp, Function.comp_apply]
      congr 1
      ring
    simpa [rpaF] using h

/-- If `a` is not almost everywhere zero, the long-range RPA energy is strictly decreasing
in `μ > 0` and lies strictly between the full RPA energy and zero. -/
theorem lrEnergy_strict (ham : Measurable a) (hqm : Measurable q)
    (ha : ∀ x, 0 ≤ a x) (hq : ∀ x, 0 < q x)
    (hint : Integrable (fun x => rpaF (a x)) m) (hne : ¬ a =ᵐ[m] 0) :
    StrictAntiOn (lrEnergy m a q) (Ioi 0) ∧
    ∀ μ, 0 < μ → rpaEnergy m a < lrEnergy m a q μ ∧ lrEnergy m a q μ < 0 := by
  obtain ⟨hanti, hbd, -, -⟩ := lrEnergy_interpolates ham hqm ha hq hint
  have hi := integrable_lr ham hqm ha hint
  have hs : StrictAntiOn (lrEnergy m a q) (Ioi 0) := by
    intro μ hμ ν hν hμν
    refine lt_of_le_of_ne (hanti hμ hν hμν.le) fun heq => hne ?_
    have hpt : ∀ x, a x * damp μ (q x) ≤ a x * damp ν (q x) := fun x =>
      mul_le_mul_of_nonneg_left ((damp_strictMonoOn (hq x)).monotoneOn hμ hν hμν.le) (ha x)
    have h0 : ∀ κ x, 0 ≤ a x * damp κ (q x) := fun κ x =>
      mul_nonneg (ha x) (Real.exp_pos _).le
    -- equal energies force the nonnegative difference of integrands to vanish
    have hz : ∫ x, (rpaF (a x * damp μ (q x)) - rpaF (a x * damp ν (q x))) ∂m = 0 := by
      rw [integral_sub (hi μ) (hi ν)]
      exact sub_eq_zero.2 heq.symm
    have hae := (integral_eq_zero_iff_of_nonneg (fun x => sub_nonneg.2
      (rpaF_strictAntiOn.antitoneOn (h0 μ x) (h0 ν x) (hpt x))) ((hi μ).sub (hi ν))).1 hz
    filter_upwards [hae] with x hx
    by_contra hax
    have hpos : 0 < a x := lt_of_le_of_ne (ha x) (Ne.symm hax)
    have hlt := rpaF_strictAntiOn (h0 μ x) (h0 ν x)
      (mul_lt_mul_of_pos_left (damp_strictMonoOn (hq x) hμ hν hμν) hpos)
    have hx' : rpaF (a x * damp μ (q x)) - rpaF (a x * damp ν (q x)) = 0 := hx
    linarith
  refine ⟨hs, fun μ hμ => ⟨?_, ?_⟩⟩
  · have h1 : 0 < μ + 1 := by linarith
    exact (hbd (μ + 1) h1).1.trans_lt (hs hμ h1 (by linarith))
  · have h1 : 0 < μ / 2 := by linarith
    exact (hs h1 hμ (by linarith)).trans_le (hbd (μ / 2) h1).2

/-- If all momenta are at least `q₀ ≥ 0`, the long-range RPA energy is bounded below by
`exp(-q₀²/(4μ²))` times the full RPA energy. -/
theorem lrEnergy_gap_bound (ham : Measurable a) (hqm : Measurable q)
    (ha : ∀ x, 0 ≤ a x) (hint : Integrable (fun x => rpaF (a x)) m)
    {q₀ : ℝ} (hq₀ : 0 ≤ q₀) (hgap : ∀ x, q₀ ≤ q x) (μ : ℝ) :
    damp μ q₀ * rpaEnergy m a ≤ lrEnergy m a q μ := by
  unfold rpaEnergy lrEnergy
  rw [← integral_const_mul]
  refine integral_mono (hint.const_mul _) (integrable_lr ham hqm ha hint μ) fun x => ?_
  have hg := hgap x
  have hd : damp μ (q x) ≤ damp μ q₀ := by
    unfold damp
    gcongr
  obtain ⟨h1, h2⟩ := rpaF_damp_bounds (ha x) μ (q x)
  exact (mul_le_mul_of_nonpos_right hd (h1.trans h2)).trans
    (mul_rpaF_le (ha x) (Real.exp_pos _).le (damp_le_one μ (q x)))

end

end RangeSeparatedRPA
```

```lean
#print axioms RangeSeparatedRPA.lrEnergy_strict
-- 'RangeSeparatedRPA.lrEnergy_strict' depends on axioms: [propext, Classical.choice, Quot.sound]
#print axioms RangeSeparatedRPA.lrEnergy_gap_bound
-- 'RangeSeparatedRPA.lrEnergy_gap_bound' depends on axioms: [propext, Classical.choice, Quot.sound]
```

## A one-parameter family of energies

The function `rpaF` is $F(x)=\ln(1+x)-x$. The damping factor `damp μ q` is
$$g_\mu(q)=e^{-q^2/(4\mu^2)} .$$
On a measure space $X$ with measure $m$, take two measurable real functions, $a\ge 0$ and $q>0$. The two energies are
$$E_{\mathrm{RPA}}=\int F(a)\,dm,\qquad E(\mu)=\int F\big(a\,g_\mu(q)\big)\,dm ,$$
written `rpaEnergy m a` and `lrEnergy m a q μ`. The hypothesis `hint` says that $F(a)$ is integrable.

Under these hypotheses `lrEnergy_interpolates` makes four statements:

- $E(\mu)$ is nonincreasing on $\mu>0$, which is `AntitoneOn` on `Ioi 0`.
- $E_{\mathrm{RPA}}\le E(\mu)\le 0$ for every $\mu>0$.
- $E(\mu)\to E_{\mathrm{RPA}}$ as $\mu\to\infty$.
- $E(\mu)\to 0$ as $\mu\to 0$ from above, which is the filter `𝓝[>] 0`.

The last limit leaves out the point $\mu=0$ itself: Lean sets division by zero to zero, so `damp 0 q` equals one and `lrEnergy` at $\mu=0$ is the full RPA energy, which in general differs from the limit zero.

The theorem `lrEnergy_strict` adds the hypothesis that $a$ is not almost everywhere zero. The energy is then strictly decreasing, and both bounds are strict. The theorem `lrEnergy_gap_bound` assumes $q\ge q_0\ge 0$ everywhere and gives
$$E(\mu)\ \ge\ e^{-q_0^2/(4\mu^2)}\,E_{\mathrm{RPA}} .$$
Both energies are nonpositive, so this limits how large the long-range energy can be in magnitude.

## Momentum, imaginary frequency and the split Coulomb interaction

In atomic units the repulsion is split as
$$\frac1r=\frac{\operatorname{erf}(\mu r)}{r}+\frac{\operatorname{erfc}(\mu r)}{r}.$$
The Fourier transform of the first term is $(4\pi/q^2)\,e^{-q^2/(4\mu^2)}$, the full interaction $v(q)=4\pi/q^2$ times $g_\mu(q)$. A large $\mu$ therefore assigns almost all of the repulsion to the long-range part, and a small $\mu$ almost none.

For a uniform electron gas, let $\chi_0(q,i\omega)$ be the non-interacting density response at imaginary frequency. It is nonpositive, so $a=-v\chi_0$ is nonnegative. The RPA correlation energy per volume is
$$\frac12\int\frac{d^3q}{(2\pi)^3}\int_{-\infty}^{\infty}\frac{d\omega}{2\pi}\,\big[\ln(1+a)-a\big].$$
A point of $X$ is thus a pair of momentum and frequency, and the prefactors belong to the measure $m$. The condition $q>0$ removes the point of zero momentum, which has no weight in this integral. Integrability of $F(a)$ stands for a finite full RPA energy; it is assumed, not derived from a particular $\chi_0$.

Two idealisations matter. The response is a number at each point, as translation invariance allows; in a molecule or a crystal it is a matrix, and the energy contains a trace. The function $a$ also doesn't depend on $\mu$, whereas in a self-consistent range-separated calculation the orbitals and their energies, and with them $\chi_0$, can change with $\mu$.

For such a fixed scalar response, the remainder $E_{\mathrm{RPA}}-E(\mu)$, which a short-range correction would have to supply to recover the full RPA energy, is never positive and shrinks in magnitude to zero as $\mu$ grows.

The gap bound can be applied to a finite periodic box. For a uniform gas in a cubic periodic box of side $L$, the smallest nonzero momentum is $q_0=2\pi/L$, and the prefactor becomes $e^{-\pi^2/(\mu L)^2}$. When $\mu L$ is well below $\pi$, the long-range energy is at most a small fraction, in magnitude, of the full RPA energy of the same box.

## Weaker interaction, correlation energy closer to zero

**The function $F$ decreases.** For $x>0$ the derivative is $F'(x)=-x/(1+x)<0$. The lemma `rpaF_strictAntiOn` reaches the same conclusion without derivatives. For $0\le x<y$, the inequality $\ln t<t-1$ at $t=(1+y)/(1+x)\neq 1$ gives
$$\ln(1+y)-\ln(1+x)<\frac{y-x}{1+x}\le y-x ,$$
which rearranges to $F(y)<F(x)$.

**The damping factor grows with $\mu$.** If $0<\mu<\nu$ and $q>0$, then $q^2/(4\mu^2)>q^2/(4\nu^2)$, so $g_\mu(q)<g_\nu(q)$. This is `damp_strictMonoOn`. The exponent is never positive, hence $g_\mu(q)\le 1$, which is `damp_le_one`.

**The integrands are ordered.** From $0\le a\,g_\mu(q)\le a$ and $F(0)=0$ it follows that
$$F(a)\le F\big(a\,g_\mu(q)\big)\le 0 .$$
The lemma `rpaF_damp_bounds` records this. It also means $|F(a\,g_\mu(q))|\le|F(a)|$, and `integrable_lr` uses this comparison, together with measurability, to show that the long-range integrand is integrable.

Integrating the two inequalities gives $E_{\mathrm{RPA}}\le E(\mu)\le 0$. For $0<\mu\le\nu$ we have $a\,g_\mu(q)\le a\,g_\nu(q)$, so $F(a\,g_\mu(q))\ge F(a\,g_\nu(q))$, and integration gives $E(\mu)\ge E(\nu)$. In the proof these are the calls to `integral_mono` and `integral_nonpos`.

## Both limits from one dominating function

The bound $|F(a)|$ doesn't depend on $\mu$, so dominated convergence applies at both ends. The intermediate statement `key` treats them together: if $g_\mu(q)$ tends pointwise to a constant $c\ge 0$, then $E(\mu)\to\int F(ac)\,dm$. The condition $c\ge0$ keeps $1+ac$ positive, where the logarithm is continuous.

As $\mu\to\infty$ the exponent tends to zero, so $c=1$ and the limit is $\int F(a)\,dm=E_{\mathrm{RPA}}$. As $\mu\to0$ from above, the exponent $-(q^2/4)\,\mu^{-2}$ tends to $-\infty$ because $q>0$, so $c=0$ and the limit is $\int F(0)\,dm=0$.

## Strict decrease when there is a response

Suppose $0<\mu<\nu$ and $E(\mu)=E(\nu)$. The difference
$$D=F\big(a\,g_\mu(q)\big)-F\big(a\,g_\nu(q)\big)$$
is nonnegative and has integral zero, so it vanishes almost everywhere; this is `integral_eq_zero_iff_of_nonneg`. Wherever $a>0$, however, $a\,g_\mu(q)<a\,g_\nu(q)$, and the strict decrease of $F$ makes $D>0$. Hence $a=0$ almost everywhere, against the hypothesis `hne`.

The strict bounds follow by comparison with neighbouring parameters:
$$E_{\mathrm{RPA}}\le E(\mu+1)<E(\mu)<E(\mu/2)\le 0 .$$

## Concavity and the momentum gap

For $x\ge0$ and $0\le s\le1$, write $1+sx=s(1+x)+(1-s)\cdot 1$. Concavity of the logarithm and $\ln 1=0$ give $\ln(1+sx)\ge s\ln(1+x)$. Subtracting $sx$ from both sides yields
$$F(xs)\ge s\,F(x),$$
which is `mul_rpaF_le`. Now put $x=a$ and $s=g_\mu(q)$. Since $q\ge q_0\ge0$, we have $g_\mu(q)\le g_\mu(q_0)$, and multiplying by the nonpositive number $F(a)$ reverses the inequality:
$$F\big(a\,g_\mu(q)\big)\ \ge\ g_\mu(q)\,F(a)\ \ge\ g_\mu(q_0)\,F(a).$$
Integration gives the gap bound.

## The same argument for a Yukawa split

The repulsion can also be divided with an exponential, taking $(1-e^{-\mu r})/r$ as the long-range part. Its Fourier transform is $4\pi/q^2$ times
$$h_\mu(q)=\frac{\mu^2}{q^2+\mu^2}.$$
For $q>0$ and $\mu>0$ this factor lies between zero and one, increases strictly with $\mu$, and tends to one as $\mu\to\infty$ and to zero as $\mu\to0$. Apart from measurability in $q$, which $h_\mu$ also has, the derivation used only these properties of $g_\mu$, so repeating it by hand with $h_\mu$ gives the same monotonicity, bounds and limits. Because $h_\mu$ decreases with $q$, the momentum-gap bound carries over as well, with prefactor $\mu^2/(q_0^2+\mu^2)$. The Lean theorems themselves are stated for the Gaussian factor.
